# For an equal-mass triatomic with its two bond lengths as constraints, $\det(G M^{-1} G^{\mathsf T}) = (4-\cos^2\theta)/m^2$

I am simulating a chain of three equal beads in three dimensions, with no potential acting on the bond angle. If very stiff springs hold the two bonds, the cosine of the bond angle should be uniformly distributed. If I make the bonds rigid with SHAKE or RATTLE, I am told that bent chains become slightly favoured over straight ones, and that a "Fixman factor" accounts for it. But my constraints fix only two lengths, and those lengths are the same at every angle. How does the angle get into the factor, and how much can it matter?

## The two bonds couple through the central atom

The angle enters because both bonds pull on the same central atom. A force along one bond moves that atom, and this changes the length of the other bond by an amount proportional to $\cos\theta$. The Fixman factor is $\sqrt{\det(GM^{-1}G^{\mathsf T})}$, where $G$ holds the derivatives of the two bond lengths with respect to the atomic positions and $M$ is the diagonal matrix of masses. For equal masses $m$ and bond angle $\theta$, it is $\sqrt{4-\cos^2\theta}/m$. It lies between $\sqrt3/m$, for a straight or fully folded chain, and $2/m$, for a right angle.

In classical equilibrium at temperature $T$, rigid-bond dynamics weights each configuration by this factor, relative to the limit of stiff springs whose stiffness does not depend on the angle. A right angle is thus favoured over a straight chain by $2/\sqrt3\approx1.15$. For this two-bond, equal-mass chain, adding $\tfrac12 k_{\mathrm B}T\ln(4-\cos^2\theta)$ to the potential restores the stiff-spring distribution, where $k_{\mathrm B}$ is Boltzmann's constant. This statistical weight is textbook background; the Lean file below proves the formula for the factor itself.

### From bond lengths to the determinant

Call the central atom 0 and the outer atoms 1 and 2, with positions $r_i$, velocities $v_i$ and masses $\mu_i$. The unit bond directions, both pointing outwards, are
$$a=\frac{r_1-r_0}{\|r_1-r_0\|},\qquad b=\frac{r_2-r_0}{\|r_2-r_0\|}.$$

Write $s=r_1-r_0$. Since $\|s\|=\sqrt{\langle s,s\rangle}$,
$$\frac{d}{dt}\|s\|=\frac{2\langle s,\dot s\rangle}{2\|s\|}=\langle a,v_1-v_0\rangle .$$
The second bond length changes at the rate $\langle b,v_2-v_0\rangle$ in the same way. The constraint Jacobian $G$ therefore has one row per bond and one vector entry per atom:
$$G_0=(-a,\,a,\,0),\qquad G_1=(-b,\,0,\,b).$$

With $M$ the diagonal matrix of masses, the matrix $Z=GM^{-1}G^{\mathsf T}$ has entries $Z_{kl}=\sum_i\langle G_{ki},G_{li}\rangle/\mu_i$. Because $\|a\|=\|b\|=1$,
$$Z_{00}=\frac1{\mu_0}+\frac1{\mu_1},\qquad Z_{11}=\frac1{\mu_0}+\frac1{\mu_2},\qquad Z_{01}=Z_{10}=\frac{\langle a,b\rangle}{\mu_0}.$$
The diagonal entries are the inverse reduced masses of the bonds. Only atom 0 appears in both rows, so it alone contributes to the off-diagonal entry.

The determinant is $Z_{00}Z_{11}-Z_{01}^2$. Multiplying by $\mu_0^2\mu_1\mu_2$ clears the denominators:
$$\mu_0^2\mu_1\mu_2\det Z=(\mu_0+\mu_1)(\mu_0+\mu_2)-\mu_1\mu_2\langle a,b\rangle^2 .$$
For equal masses this reads $m^4\det Z=4m^2-m^2\langle a,b\rangle^2$. Division by $m^2$ gives
$$m^2\det Z=4-\langle a,b\rangle^2 .$$

The Cauchy-Schwarz inequality gives $|\langle a,b\rangle|\le1$, so the right-hand side lies between 3 and 4. It equals 4 exactly when $\langle a,b\rangle=0$. It equals 3 exactly when $\langle a,b\rangle=\pm1$. In that case one of
$$\|a-b\|^2=2-2\langle a,b\rangle,\qquad \|a+b\|^2=2+2\langle a,b\rangle$$
vanishes, so $a=b$ or $a=-b$.

Finally, $\langle a,b\rangle=\cos\theta$ for unit vectors, and taking the square root gives $m\sqrt{\det Z}=\sqrt{4-\cos^2\theta}$. This decreases as $|\cos\theta|$ grows, so of two geometries the one with the larger $|\cos\theta|$ has the smaller factor.

### Atoms, bonds and masses as Lean objects

Positions and bond directions live in `E`, an arbitrary real inner product space; ordinary space is the case $E=\mathbb R^3$. On a line, $\cos^2\theta$ is always 1 and only the lower bound is reached. From two dimensions upwards both extremes occur.

- `bondDir x y` is the unit vector from `x` to `y`.
- `jacobian a b` is $G$. Its row index in `Fin 2` labels the bonds, and its column index in `Fin 3` labels the atoms.
- `massMetric μ a b` is the $2\times2$ matrix $Z$. Here `μ` lists the individual atomic masses, although the letter often denotes a reduced mass. The name "mass metric" is also used elsewhere for the metric on the unconstrained coordinates, which is a different matrix.
- `fixmanFactor μ a b` is $\sqrt{\det Z}$. Some texts give the name to the reciprocal, which is the weight that corrects a rigid-bond average.

Equal masses appear as the constant function `fun _ => m`, with the hypothesis `0 < m`. The hypotheses `‖a‖ = 1` and `‖b‖ = 1` say that the directions are normalised, and `norm_bondDir` shows that directions built from distinct positions satisfy them.

The theorem `jacobian_spec` ties the matrix to the molecule. Suppose neither outer atom sits on the central one, and let the atoms start to move in straight lines with any velocities. Then the two rows of `jacobian`, applied to those velocities, give the initial rates of change of the two bond lengths.

The main statement, `det_equal_masses`, contains the formula $m^2\det Z=4-\langle a,b\rangle^2$ and both bounds. The theorem `det_extremal_iff` identifies the geometries at which the bounds are reached. The angle form is `fixmanFactor_eq`, and `fixmanFactor_lt_iff` compares two geometries with the same mass.

The constraints here are the bond lengths themselves. Many SHAKE implementations constrain squared lengths instead. For bond lengths $d_1$ and $d_2$ this multiplies $\det Z$ by $16d_1^2d_2^2$, which is constant while the bonds are rigid and so leaves the angle dependence unchanged. A molecule whose angle is also held fixed, such as a rigid water model, has a third constraint and a different $Z$.

```lean
import Mathlib

open scoped InnerProductSpace

namespace TriatomicFixman

noncomputable section

variable {E : Type*} [NormedAddCommGroup E] [InnerProductSpace ℝ E]

/-- The unit vector pointing from position `x` to position `y`, for `x ≠ y`. -/
def bondDir (x y : E) : E := ‖y - x‖⁻¹ • (y - x)

/-- The constraint Jacobian `G` of two bonds with directions `a` and `b` from the central
atom 0 to atoms 1 and 2: one row per bond, one vector entry per atom. -/
def jacobian (a b : E) : Fin 2 → Fin 3 → E := ![![-a, a, 0], ![-b, 0, b]]

/-- The matrix `G M⁻¹ Gᵀ` of the two bond constraints, for nonzero atomic masses `μ`. -/
def massMetric (μ : Fin 3 → ℝ) (a b : E) : Matrix (Fin 2) (Fin 2) ℝ :=
  Matrix.of fun k l => ∑ i, (μ i)⁻¹ * ⟪jacobian a b k i, jacobian a b l i⟫_ℝ

/-- The Fixman factor, the square root of `det (G M⁻¹ Gᵀ)`, for positive atomic masses `μ`. -/
def fixmanFactor (μ : Fin 3 → ℝ) (a b : E) : ℝ := √(massMetric μ a b).det

/-- The direction of a bond between two distinct positions has unit length. -/
theorem norm_bondDir {x y : E} (h : y ≠ x) : ‖bondDir x y‖ = 1 := by
  have hn : ‖y - x‖ ≠ 0 := norm_ne_zero_iff.mpr (sub_ne_zero.mpr h)
  rw [bondDir, norm_smul, norm_inv, norm_norm, inv_mul_cancel₀ hn]

/-- The length of a bond between distinct positions `x` and `y`, whose ends move with
velocities `v` and `w`, changes at the rate given by the relative velocity along the bond. -/
theorem hasDerivAt_bondLength {x y : E} (h : y ≠ x) (v w : E) :
    HasDerivAt (fun t : ℝ => ‖(y + t • w) - (x + t • v)‖) ⟪bondDir x y, w - v⟫_ℝ 0 := by
  have hx : y - x ≠ 0 := sub_ne_zero.mpr h
  have hn : ‖y - x‖ ≠ 0 := norm_ne_zero_iff.mpr hx
  have h1 : HasDerivAt (fun t : ℝ => (y - x) + t • (w - v)) (w - v) 0 := by
    simpa using ((hasDerivAt_id (0 : ℝ)).smul_const (w - v)).const_add (y - x)
  -- differentiate the length as the root of the squared length
  have h3 := h1.norm_sq.sqrt (by simpa using hx)
  have h4 := h3.congr_of_eventuallyEq
    (f₁ := fun t : ℝ => ‖(y + t • w) - (x + t • v)‖)
    (Filter.Eventually.of_forall fun t => by
      have e : (y + t • w) - (x + t • v) = (y - x) + t • (w - v) := by module
      simp only [e, Real.sqrt_sq (norm_nonneg _)])
  refine h4.congr_deriv ?_
  simp only [zero_smul, add_zero, Real.sqrt_sq (norm_nonneg _), bondDir,
    real_inner_smul_left]
  field_simp

/-- If neither outer atom sits on the central one, the rows of `jacobian` applied to the atomic
velocities `v` give the rates of change of the two bond lengths. -/
theorem jacobian_spec (r v : Fin 3 → E) (h₁ : r 1 ≠ r 0) (h₂ : r 2 ≠ r 0) :
    HasDerivAt (fun t : ℝ => ‖(r 1 + t • v 1) - (r 0 + t • v 0)‖)
      (∑ i, ⟪jacobian (bondDir (r 0) (r 1)) (bondDir (r 0) (r 2)) 0 i, v i⟫_ℝ) 0 ∧
    HasDerivAt (fun t : ℝ => ‖(r 2 + t • v 2) - (r 0 + t • v 0)‖)
      (∑ i, ⟪jacobian (bondDir (r 0) (r 1)) (bondDir (r 0) (r 2)) 1 i, v i⟫_ℝ) 0 := by
  constructor
  · refine (hasDerivAt_bondLength h₁ (v 0) (v 1)).congr_deriv ?_
    simp [jacobian, Fin.sum_univ_three, inner_sub_right, inner_neg_left]
    ring
  · refine (hasDerivAt_bondLength h₂ (v 0) (v 2)).congr_deriv ?_
    simp [jacobian, Fin.sum_univ_three, inner_sub_right, inner_neg_left]
    ring

/-- For unit bond directions and nonzero masses, the diagonal of `G M⁻¹ Gᵀ` holds the inverse
reduced masses of the bonds, and both off-diagonal entries are the cosine `⟪a, b⟫` divided by the
mass of the central atom. -/
theorem massMetric_eq (μ : Fin 3 → ℝ) {a b : E} (ha : ‖a‖ = 1) (hb : ‖b‖ = 1) :
    massMetric μ a b = !![(μ 0)⁻¹ + (μ 1)⁻¹, (μ 0)⁻¹ * ⟪a, b⟫_ℝ;
      (μ 0)⁻¹ * ⟪a, b⟫_ℝ, (μ 0)⁻¹ + (μ 2)⁻¹] := by
  ext i j
  fin_cases i <;> fin_cases j <;>
    simp [massMetric, jacobian, Fin.sum_univ_three, ha, hb, real_inner_comm a b]

/-- The determinant of `G M⁻¹ Gᵀ` for arbitrary positive masses and unit bond directions,
cleared of denominators. -/
theorem det_massMetric {μ : Fin 3 → ℝ} (hμ : ∀ i, 0 < μ i) {a b : E}
    (ha : ‖a‖ = 1) (hb : ‖b‖ = 1) :
    μ 0 ^ 2 * μ 1 * μ 2 * (massMetric μ a b).det =
      (μ 0 + μ 1) * (μ 0 + μ 2) - μ 1 * μ 2 * ⟪a, b⟫_ℝ ^ 2 := by
  have h0 := (hμ 0).ne'
  have h1 := (hμ 1).ne'
  have h2 := (hμ 2).ne'
  rw [massMetric_eq μ ha hb, Matrix.det_fin_two_of]
  field_simp
  ring

/-- For three equal masses `m > 0` and unit bond directions `a`, `b`, the determinant of
`G M⁻¹ Gᵀ` times `m²` equals `4 - ⟪a, b⟫²` and lies between 3 and 4. -/
theorem det_equal_masses {m : ℝ} (hm : 0 < m) {a b : E} (ha : ‖a‖ = 1) (hb : ‖b‖ = 1) :
    m ^ 2 * (massMetric (fun _ => m) a b).det = 4 - ⟪a, b⟫_ℝ ^ 2 ∧
    3 ≤ m ^ 2 * (massMetric (fun _ => m) a b).det ∧
    m ^ 2 * (massMetric (fun _ => m) a b).det ≤ 4 := by
  have key : m ^ 2 * (massMetric (fun _ => m) a b).det = 4 - ⟪a, b⟫_ℝ ^ 2 := by
    have h := det_massMetric (μ := fun _ => m) (fun _ => hm) ha hb
    exact mul_left_cancel₀ (pow_ne_zero 2 hm.ne') (by linear_combination h)
  -- Cauchy-Schwarz bounds the cosine
  have hc : |⟪a, b⟫_ℝ| ≤ 1 := by
    simpa [ha, hb] using abs_real_inner_le_norm a b
  have hc2 := abs_le.mp hc
  refine ⟨key, ?_, ?_⟩
  · rw [key]
    nlinarith [hc2.1, hc2.2]
  · rw [key]
    linarith [sq_nonneg ⟪a, b⟫_ℝ]

/-- For equal masses `m > 0` and unit bond directions, the lower bound 3 is reached exactly when
the bonds are parallel or antiparallel, the upper bound 4 exactly when they are perpendicular. -/
theorem det_extremal_iff {m : ℝ} (hm : 0 < m) {a b : E} (ha : ‖a‖ = 1) (hb : ‖b‖ = 1) :
    (m ^ 2 * (massMetric (fun _ => m) a b).det = 3 ↔ a = b ∨ a = -b) ∧
    (m ^ 2 * (massMetric (fun _ => m) a b).det = 4 ↔ ⟪a, b⟫_ℝ = 0) := by
  rw [(det_equal_masses hm ha hb).1]
  refine ⟨⟨fun h => ?_, ?_⟩, ⟨fun h => ?_, fun h => by rw [h]; norm_num⟩⟩
  · have hp : (⟪a, b⟫_ℝ - 1) * (⟪a, b⟫_ℝ + 1) = 0 := by linear_combination -h
    rcases mul_eq_zero.mp hp with h1 | h1
    · left
      have hs := norm_sub_sq_real a b
      rw [ha, hb] at hs
      have hz : ‖a - b‖ ^ 2 = 0 := by linarith
      exact sub_eq_zero.mp (norm_eq_zero.mp (pow_eq_zero_iff two_ne_zero |>.mp hz))
    · right
      have hs := norm_add_sq_real a b
      rw [ha, hb] at hs
      have hz : ‖a + b‖ ^ 2 = 0 := by linarith
      exact eq_neg_of_add_eq_zero_left
        (norm_eq_zero.mp (pow_eq_zero_iff two_ne_zero |>.mp hz))
  · rintro (h | h)
    · rw [h, real_inner_self_eq_norm_sq, hb]
      norm_num
    · rw [h, inner_neg_left, real_inner_self_eq_norm_sq, hb]
      norm_num
  · exact pow_eq_zero_iff two_ne_zero |>.mp (by linarith)

/-- For equal masses `m > 0` and unit bond directions, the Fixman factor times `m` is
`√(4 - cos² θ)`, where `θ` is the bond angle. -/
theorem fixmanFactor_eq {m : ℝ} (hm : 0 < m) {a b : E} (ha : ‖a‖ = 1) (hb : ‖b‖ = 1) :
    m * fixmanFactor (fun _ => m) a b =
      √(4 - Real.cos (InnerProductGeometry.angle a b) ^ 2) := by
  have hcos : Real.cos (InnerProductGeometry.angle a b) = ⟪a, b⟫_ℝ := by
    rw [InnerProductGeometry.cos_angle, ha, hb, mul_one, div_one]
  rw [hcos, ← (det_equal_masses hm ha hb).1, Real.sqrt_mul (sq_nonneg m),
    Real.sqrt_sq hm.le, fixmanFactor]

/-- For equal masses `m > 0` and unit bond directions, one geometry has a smaller Fixman factor
than another exactly when the cosine of its bond angle is larger in magnitude. -/
theorem fixmanFactor_lt_iff {m : ℝ} (hm : 0 < m) {a b a' b' : E}
    (ha : ‖a‖ = 1) (hb : ‖b‖ = 1) (ha' : ‖a'‖ = 1) (hb' : ‖b'‖ = 1) :
    fixmanFactor (fun _ => m) a b < fixmanFactor (fun _ => m) a' b' ↔
      |Real.cos (InnerProductGeometry.angle a' b')| <
        |Real.cos (InnerProductGeometry.angle a b)| := by
  have hscale : fixmanFactor (fun _ => m) a b < fixmanFactor (fun _ => m) a' b' ↔
      m * fixmanFactor (fun _ => m) a b < m * fixmanFactor (fun _ => m) a' b' :=
    ⟨fun h => mul_lt_mul_of_pos_left h hm, fun h => lt_of_mul_lt_mul_left h hm.le⟩
  have hpos : 0 ≤ 4 - Real.cos (InnerProductGeometry.angle a b) ^ 2 := by
    linarith [Real.cos_sq_le_one (InnerProductGeometry.angle a b)]
  rw [hscale, fixmanFactor_eq hm ha hb, fixmanFactor_eq hm ha' hb',
    Real.sqrt_lt_sqrt_iff hpos, ← sq_lt_sq]
  constructor <;> intro h <;> linarith

end

end TriatomicFixman
```

```lean
#print axioms TriatomicFixman.jacobian_spec
-- 'TriatomicFixman.jacobian_spec' depends on axioms: [propext, Classical.choice, Quot.sound]
#print axioms TriatomicFixman.det_equal_masses
-- 'TriatomicFixman.det_equal_masses' depends on axioms: [propext, Classical.choice, Quot.sound]
#print axioms TriatomicFixman.det_extremal_iff
-- 'TriatomicFixman.det_extremal_iff' depends on axioms: [propext, Classical.choice, Quot.sound]
#print axioms TriatomicFixman.fixmanFactor_lt_iff
-- 'TriatomicFixman.fixmanFactor_lt_iff' depends on axioms: [propext, Classical.choice, Quot.sound]
```

### From the derivative to the comparison of angles

**The Jacobian.** `hasDerivAt_bondLength` differentiates the length as the square root of the squared length, as in the calculation above. The relative position is first written as $(y-x)+t(w-v)$, which has derivative $w-v$. The chain rule, in `h1.norm_sq.sqrt`, then applies because the two positions are distinct and the length is not zero. The last lines evaluate the result at $t=0$ and recognise the bond direction in it. `jacobian_spec` uses this lemma once per bond and expands the sum over three atoms.

**The matrix and its determinant.** `massMetric_eq` treats the four entries separately: `fin_cases` splits them, and `simp` expands the sum over atoms and inserts the unit norms. The symmetry of the inner product makes the two off-diagonal entries agree. `det_massMetric` then applies the $2\times2$ determinant formula, and `field_simp` and `ring` carry out the clearing of denominators, which uses that the masses are nonzero.

**Equal masses.** In `det_equal_masses`, the general formula is specialised and the common factor $m^2$ is removed by `mul_left_cancel₀`. The bound on the cosine comes from `abs_real_inner_le_norm`, which is the Cauchy-Schwarz inequality. From $-1\le\langle a,b\rangle\le1$, `nlinarith` obtains $\langle a,b\rangle^2\le1$ and hence the lower bound. The upper bound needs only that a square is nonnegative.

**The extreme geometries.** When the scaled determinant is 3, `det_extremal_iff` factors the condition as $(\langle a,b\rangle-1)(\langle a,b\rangle+1)=0$. In the first case the expansion of $\|a-b\|^2$ gives $a=b$; in the second the expansion of $\|a+b\|^2$ gives $a=-b$. The converse is direct substitution. For the value 4, the equation reduces to $\langle a,b\rangle^2=0$.

**The angle.** `fixmanFactor_eq` replaces the cosine of Mathlib's angle between vectors by $\langle a,b\rangle$, which is valid for unit vectors, and uses $\sqrt{m^2\det Z}=m\sqrt{\det Z}$ for positive $m$. To compare two geometries, `fixmanFactor_lt_iff` multiplies both factors by $m$ and removes the square roots with `Real.sqrt_lt_sqrt_iff`. What remains is an inequality between squared cosines, and `sq_lt_sq` turns it into one between their absolute values.
